# The shake-up weight of a frozen core-hole state is at most its relaxation energy over the satellite gap, in finite dimension

**Q:** I take the frozen state left by sudden core ionization, evaluate its mean energy with the core-ionized Hamiltonian, subtract the relaxed ground energy and divide by the distance to the first satellite. With 2 eV of relaxation and an 8 eV gap, I then say that at most 25% of the intensity lies outside the main line. What entitles me to that?

**A:** A short spectral argument. Let H be the Hamiltonian on a finite-dimensional space, u its unit ground state at the nondegenerate energy E0, D > 0 the gap to the next level and ψ the unit frozen state. Write c = ⟨u,ψ⟩, w = 1 − |c|² for the shake-up weight, and χ = ψ − c u for the satellite part. Then ⟨u,χ⟩ = c − c = 0, so

1 = ‖ψ‖² = |c|² + ‖χ‖², hence ‖χ‖² = w.

Since Hu = E0 u and H is Hermitian, the cross terms in the energy are multiples of ⟨u,χ⟩ or its conjugate and vanish:

⟨ψ,Hψ⟩ = E0 |c|² + ⟨χ,Hχ⟩.

Now take an orthonormal eigenbasis b_i with energies ε_i:

⟨χ,Hχ⟩ = Σ_i ε_i |⟨b_i,χ⟩|².

If ε_i = E0, then b_i is a multiple of u and its term is zero. Otherwise ε_i ≥ E0 + D. Therefore ⟨χ,Hχ⟩ ≥ (E0 + D) w, and

⟨ψ,Hψ⟩ − E0 ≥ E0 (1 − w) + (E0 + D) w − E0 = D w.

Dividing by D gives the bound.

**Q:** Does the formal version speak of the same quantities?

**A:** Yes. `V` is a complex inner product space, with the inner product conjugate-linear in its first slot, and `H` is a linear map on it.

In Lean 4 with Mathlib:

```lean
import Mathlib

open Finset

namespace CoreShakeUp

noncomputable section

variable {V : Type*} [NormedAddCommGroup V] [InnerProductSpace ℂ V]
```

The energy is defined as a real part. For Hermitian H the expectation value is real already, so nothing is lost.

```lean
/-- The energy expectation value `⟨ψ, H ψ⟩` (its real part). -/
def energy (H : V →ₗ[ℂ] V) (ψ : V) : ℝ := (inner ℂ ψ (H ψ)).re
```

The other three definitions are the relaxation energy, w and χ.

```lean
/-- The relaxation energy: for a unit frozen state `ψ`, its mean energy relative to `E0`. -/
def relaxationEnergy (H : V →ₗ[ℂ] V) (E0 : ℝ) (ψ : V) : ℝ := energy H ψ - E0

/-- The shake-up weight: for unit `u` and `ψ`, the intensity missing from the main line `u`. -/
def shakeUpWeight (u ψ : V) : ℝ := 1 - ‖inner ℂ u ψ‖ ^ 2

/-- The satellite part of `ψ`: for unit `u`, what remains after the component of `ψ` along `u` is
removed. -/
def satellitePart (u ψ : V) : V := ψ - (inner ℂ u ψ : ℂ) • u
```

**Q:** And where is the core hole? In the full ionized spectrum, valence-hole states lie below it.

**A:** They do, so `V` has to be read as a space of core-hole states, with the hole held in place. The hypotheses know only the spectrum: u is a unit eigenvector, its level is simple, and every other eigenvalue is at least E0 + D. That E0 is the lowest level follows.

```lean
/-- `u` is a unit eigenvector of `H` at the simple eigenvalue `E0`, and all other real
eigenvalues lie at least `D > 0` above `E0`. -/
structure IsRelaxedCoreHole (H : V →ₗ[ℂ] V) (u : V) (E0 D : ℝ) : Prop where
  unit : ‖u‖ = 1
  eigen : H u = (E0 : ℂ) • u
  simple : ∀ v, H v = (E0 : ℂ) • v → ∃ c : ℂ, v = c • u
  gap_pos : 0 < D
  gap : ∀ (μ : ℝ) (v : V), v ≠ 0 → H v = (μ : ℂ) • v → μ ≠ E0 → E0 + D ≤ μ
```

Simplicity means that there is one relaxed final state, up to a phase. A 1s hole in a closed-shell molecule gives a spin doublet, so there `V` must also be restricted to one spin projection. If a second state u′ orthogonal to u shared the energy E0, then ψ = u′ would have shake-up weight 1 and relaxation energy 0, and the bound would fail. The number `D` may be any positive lower bound on the gap; a smaller one gives a weaker estimate.

**Q:** What is idealised away?

**A:** The main theorems assume finite dimension, so a shake-off continuum enters only as discrete levels. Reading |⟨b_i,ψ⟩|² as a line intensity is the sudden approximation, with the photoelectron's matrix elements left out. Also, E0, D and the mean energy must belong to the same H. Total energies from separate self-consistent runs don't meet that condition automatically.

**Q:** Then take me through the proof. Where does Hermiticity enter?

**A:** First in moving H across the inner product, which gives ⟨v,Hψ⟩ = μ⟨v,ψ⟩ for an eigenvector v at μ.

```lean
/-- The amplitude of `H ψ` on an eigenvector of a Hermitian `H` is the eigenvalue times
the amplitude of `ψ`. -/
theorem inner_eigen {H : V →ₗ[ℂ] V} (hH : H.IsSymmetric) {v : V} {μ : ℝ}
    (hv : H v = (μ : ℂ) • v) (ψ : V) :
    (inner ℂ v (H ψ) : ℂ) = (μ : ℂ) * inner ℂ v ψ := by
  rw [← hH v ψ, hv, inner_smul_left, Complex.conj_ofReal]
```

Second, in finite dimension Hermiticity guarantees an orthonormal eigenbasis. Inserting that basis between ψ and Hψ yields the sum rule: the mean energy is the intensity-weighted sum of the line energies.

```lean
/-- Sum rule: for Hermitian `H` with an orthonormal eigenbasis, the energy of `ψ` is the sum
of the line energies weighted by the line intensities. -/
theorem energy_sum_rule {ι : Type*} [Fintype ι] {H : V →ₗ[ℂ] V} (hH : H.IsSymmetric)
    (b : OrthonormalBasis ι ℂ V) (ε : ι → ℝ) (hb : ∀ i, H (b i) = (ε i : ℂ) • b i) (ψ : V) :
    energy H ψ = ∑ i, ε i * ‖inner ℂ (b i) ψ‖ ^ 2 := by
  unfold energy
  rw [← b.sum_inner_mul_inner ψ (H ψ), Complex.re_sum]
  refine Finset.sum_congr rfl fun i _ => ?_
  rw [inner_eigen hH (hb i), ← inner_conj_symm ψ (b i)]
  have h : (starRingEnd ℂ) (inner ℂ (b i) ψ) * ((ε i : ℂ) * inner ℂ (b i) ψ)
      = ((ε i * ‖inner ℂ (b i) ψ‖ ^ 2 : ℝ) : ℂ) := by
    push_cast
    linear_combination (ε i : ℂ) * Complex.conj_mul' (inner ℂ (b i) ψ)
  rw [h, Complex.ofReal_re]
```

The next lemma says that the "energy" of the identity operator is the squared norm. It lets each energy identity serve as a norm identity too.

```lean
/-- The energy of the unit operator is the squared norm. -/
theorem energy_id (ψ : V) : energy LinearMap.id ψ = ‖ψ‖ ^ 2 :=
  inner_self_eq_norm_sq (𝕜 := ℂ) ψ
```

Then come ⟨u,χ⟩ = 0 and the removal of the main line, where the cross terms drop out.

```lean
/-- The satellite part is orthogonal to the unit vector `u`. -/
theorem inner_satellitePart {u : V} (hu : ‖u‖ = 1) (ψ : V) :
    (inner ℂ u (satellitePart u ψ) : ℂ) = 0 := by
  have huu : (inner ℂ u u : ℂ) = 1 := by
    rw [inner_self_eq_norm_sq_to_K, hu]; simp
  rw [satellitePart, inner_sub_right, inner_smul_right, huu, mul_one, sub_self]

/-- For Hermitian `H` with unit eigenvector `u` at `E0`, the satellite part `χ` of `ψ` obeys
`⟨χ, H χ⟩ = ⟨ψ, H ψ⟩ - E0 |⟨u, ψ⟩|²`. -/
theorem energy_satellitePart {H : V →ₗ[ℂ] V} (hH : H.IsSymmetric) {u : V} {E0 : ℝ}
    (hu : ‖u‖ = 1) (hE : H u = (E0 : ℂ) • u) (ψ : V) :
    energy H (satellitePart u ψ) = energy H ψ - E0 * ‖inner ℂ u ψ‖ ^ 2 := by
  have horth : (inner ℂ (satellitePart u ψ) u : ℂ) = 0 :=
    inner_eq_zero_symm.mp (inner_satellitePart hu ψ)
  have e : H (satellitePart u ψ) = H ψ - ((inner ℂ u ψ : ℂ) * (E0 : ℂ)) • u := by
    simp only [satellitePart, map_sub, map_smul, hE, smul_smul]
  have h : (inner ℂ (satellitePart u ψ) (H (satellitePart u ψ)) : ℂ)
      = inner ℂ ψ (H ψ) - ((E0 * ‖inner ℂ u ψ‖ ^ 2 : ℝ) : ℂ) := by
    rw [e, inner_sub_right, inner_smul_right, horth, mul_zero, sub_zero, satellitePart,
      inner_sub_left, inner_smul_left, inner_eigen hH hE]
    push_cast
    linear_combination (-(E0 : ℂ)) * Complex.conj_mul' (inner ℂ u ψ)
  unfold energy
  rw [h, Complex.sub_re, Complex.ofReal_re]
```

**Q:** And the gap?

**A:** It is used in `satellite_energy`, for any χ orthogonal to u. The sum rule, applied to H and to the identity, gives

⟨χ,Hχ⟩ − (E0 + D)‖χ‖² = Σ_i (ε_i − E0 − D) |⟨b_i,χ⟩|².

The split `by_cases he : ε i = E0` is the case distinction made above, and it shows that every term is nonnegative. If the sum is zero, each term is zero. Then (H − E0 − D)χ has no component along any b_i, so Hχ = (E0 + D)χ.

```lean
/-- In finite dimension, for Hermitian `H` with relaxed core hole `u`, a vector `χ` orthogonal to
`u` has `⟨χ, H χ⟩` at least `(E0 + D) ‖χ‖²`, and equality forces `H χ = (E0 + D) χ`. -/
theorem satellite_energy [FiniteDimensional ℂ V] {H : V →ₗ[ℂ] V} (hH : H.IsSymmetric)
    {u : V} {E0 D : ℝ} (h : IsRelaxedCoreHole H u E0 D) {χ : V}
    (hχ : (inner ℂ u χ : ℂ) = 0) :
    (E0 + D) * ‖χ‖ ^ 2 ≤ energy H χ ∧
      (energy H χ = (E0 + D) * ‖χ‖ ^ 2 → H χ = ((E0 + D : ℝ) : ℂ) • χ) := by
  obtain ⟨b, ε, hb⟩ : ∃ (b : OrthonormalBasis (Fin (Module.finrank ℂ V)) ℂ V)
      (ε : Fin (Module.finrank ℂ V) → ℝ), ∀ i, H (b i) = (ε i : ℂ) • b i :=
    ⟨hH.eigenvectorBasis rfl, hH.eigenvalues rfl, fun i => hH.apply_eigenvectorBasis rfl i⟩
  have hn : ‖χ‖ ^ 2 = ∑ i, ‖inner ℂ (b i) χ‖ ^ 2 := by
    have h1 := energy_sum_rule (H := LinearMap.id) (fun _ _ => rfl) b (fun _ => 1)
      (fun i => by simp) χ
    rw [energy_id] at h1
    simp only [one_mul] at h1
    exact h1
  have hsum : energy H χ - (E0 + D) * ‖χ‖ ^ 2
      = ∑ i, (ε i - (E0 + D)) * ‖inner ℂ (b i) χ‖ ^ 2 := by
    rw [energy_sum_rule hH b ε hb, hn, Finset.mul_sum, ← Finset.sum_sub_distrib]
    exact Finset.sum_congr rfl fun i _ => by ring
  -- every line is either a satellite beyond the gap or invisible in `χ`
  have hnn : ∀ i ∈ Finset.univ, 0 ≤ (ε i - (E0 + D)) * ‖inner ℂ (b i) χ‖ ^ 2 := by
    intro i _
    by_cases he : ε i = E0
    · obtain ⟨c, hc⟩ := h.simple (b i) (by rw [hb i, he])
      have h0 : (inner ℂ (b i) χ : ℂ) = 0 := by rw [hc, inner_smul_left, hχ, mul_zero]
      simp [h0]
    · have hg := h.gap (ε i) (b i) (b.orthonormal.ne_zero i) (hb i) he
      exact mul_nonneg (by linarith) (sq_nonneg _)
  refine ⟨by linarith [Finset.sum_nonneg hnn], fun heq => ?_⟩
  -- at equality every term vanishes, so `H χ - (E0 + D) χ` has no component
  have hz := (Finset.sum_eq_zero_iff_of_nonneg hnn).mp (by rw [← hsum, heq, sub_self])
  rw [← sub_eq_zero, ← inner_self_eq_zero (𝕜 := ℂ), ← b.sum_inner_mul_inner]
  refine Finset.sum_eq_zero fun i hi => ?_
  rw [inner_sub_right (b i), inner_eigen hH (hb i), inner_smul_right]
  rcases mul_eq_zero.mp (hz i hi) with h1 | h1
  · rw [sub_eq_zero.mp h1, sub_self, mul_zero]
  · rw [norm_eq_zero.mp (pow_eq_zero_iff two_ne_zero |>.mp h1)]
    simp
```

The bound combines this with the removal of the main line, used once for H and once for the identity with `E0 := 1`. The second use gives ‖χ‖² = w. Then `linarith` does the final arithmetic.

```lean
/-- Shake-up bound: in finite dimension, for Hermitian `H` with relaxed core hole `u`, the shake-up
weight of a unit frozen state is at most the relaxation energy divided by the satellite gap `D`. -/
theorem shakeUpWeight_le [FiniteDimensional ℂ V] {H : V →ₗ[ℂ] V} (hH : H.IsSymmetric)
    {u ψ : V} {E0 D : ℝ} (h : IsRelaxedCoreHole H u E0 D) (hψ : ‖ψ‖ = 1) :
    shakeUpWeight u ψ ≤ relaxationEnergy H E0 ψ / D := by
  have h1 := (satellite_energy hH h (inner_satellitePart h.unit ψ)).1
  have h2 := energy_satellitePart hH h.unit h.eigen ψ
  have h3 := energy_satellitePart (H := LinearMap.id) (E0 := 1) (fun _ _ => rfl) h.unit
    (by simp) ψ
  rw [energy_id, energy_id, hψ] at h3
  rw [h2, h3] at h1
  rw [le_div_iff₀ h.gap_pos]
  unfold shakeUpWeight relaxationEnergy
  linarith
```

**Q:** When is the estimate exact?

**A:** Exactly when Hχ = (E0 + D)χ: either there is no satellite part, or all of it sits at the energy E0 + D. One direction is the equality case just described; for the other, take the inner product of the equation with χ.

```lean
/-- In finite dimension, for Hermitian `H` with relaxed core hole `u` and a unit frozen state, the
shake-up bound is an equality exactly when the satellite part `χ` of the frozen state obeys
`H χ = (E0 + D) χ`. -/
theorem shakeUpWeight_eq_iff [FiniteDimensional ℂ V] {H : V →ₗ[ℂ] V} (hH : H.IsSymmetric)
    {u ψ : V} {E0 D : ℝ} (h : IsRelaxedCoreHole H u E0 D) (hψ : ‖ψ‖ = 1) :
    shakeUpWeight u ψ = relaxationEnergy H E0 ψ / D ↔
      H (satellitePart u ψ) = ((E0 + D : ℝ) : ℂ) • satellitePart u ψ := by
  have h1 := (satellite_energy hH h (inner_satellitePart h.unit ψ)).2
  have h2 := energy_satellitePart hH h.unit h.eigen ψ
  have h3 := energy_satellitePart (H := LinearMap.id) (E0 := 1) (fun _ _ => rfl) h.unit
    (by simp) ψ
  rw [energy_id, energy_id, hψ] at h3
  rw [eq_div_iff h.gap_pos.ne']
  unfold shakeUpWeight relaxationEnergy
  constructor
  · intro heq
    apply h1
    rw [h2, h3]
    linarith
  · intro hs
    have h4 : energy H (satellitePart u ψ) = (E0 + D) * ‖satellitePart u ψ‖ ^ 2 := by
      rw [← energy_id]
      unfold energy
      rw [hs, inner_smul_right, Complex.re_ofReal_mul, LinearMap.id_apply]
    rw [h2, h3] at h4
    linarith
```

**Q:** Try it on the smallest systems.

**A:** In one dimension ψ is u up to a phase, and both sides are zero for any D > 0. In two dimensions, let D be the actual level spacing. Then χ is a multiple of the excited state, or zero, and the bound is an equality for every ψ.

**Q:** Is that peculiar to two levels?

**A:** No. It happens whenever all satellites are degenerate, as for the Hamiltonian (E0 + D) − D|u⟩⟨u|.

```lean
/-- The model Hamiltonian `(E0 + D) - D |u⟩⟨u|`. -/
def flatHamiltonian (u : V) (E0 D : ℝ) : V →ₗ[ℂ] V where
  toFun x := ((E0 + D : ℝ) : ℂ) • x - ((D : ℂ) * inner ℂ u x) • u
  map_add' x y := by
    simp only [inner_add_right]
    module
  map_smul' a x := by
    simp only [inner_smul_right, RingHom.id_apply]
    module
```

This model satisfies all the hypotheses, so they are consistent. Its symmetry and its eigenvalue at u are direct computations. An eigenvector at E0 must be a multiple of u, and one at any other energy is orthogonal to u, which puts it at E0 + D.

```lean
/-- For a unit vector `u` and `D > 0`, the model `(E0 + D) - D |u⟩⟨u|` is Hermitian and has
`u` as relaxed core hole with energy `E0` and satellite gap `D`. -/
theorem flatHamiltonian_witness {u : V} (hu : ‖u‖ = 1) (E0 : ℝ) {D : ℝ} (hD : 0 < D) :
    (flatHamiltonian u E0 D).IsSymmetric ∧
      IsRelaxedCoreHole (flatHamiltonian u E0 D) u E0 D := by
  have hS : (flatHamiltonian u E0 D).IsSymmetric := by
    intro x y
    change inner ℂ (((E0 + D : ℝ) : ℂ) • x - ((D : ℂ) * inner ℂ u x) • u) y
      = inner ℂ x (((E0 + D : ℝ) : ℂ) • y - ((D : ℂ) * inner ℂ u y) • u)
    simp only [inner_sub_left, inner_sub_right, inner_smul_left, inner_smul_right, map_mul,
      Complex.conj_ofReal, inner_conj_symm]
    ring
  have hE : flatHamiltonian u E0 D u = (E0 : ℂ) • u := by
    change ((E0 + D : ℝ) : ℂ) • u - ((D : ℂ) * inner ℂ u u) • u = (E0 : ℂ) • u
    have huu : (inner ℂ u u : ℂ) = 1 := by
      rw [inner_self_eq_norm_sq_to_K, hu]; simp
    rw [huu]
    push_cast
    module
  refine ⟨hS, hu, hE, fun v hv => ⟨inner ℂ u v, ?_⟩, hD, fun μ v hv0 hv hμ => ?_⟩
  · have hv' : ((E0 + D : ℝ) : ℂ) • v - ((D : ℂ) * inner ℂ u v) • u = (E0 : ℂ) • v := hv
    push_cast at hv'
    have h0 : (D : ℂ) • (v - (inner ℂ u v : ℂ) • u) = 0 := by
      linear_combination (norm := module) hv'
    exact sub_eq_zero.mp
      ((smul_eq_zero.mp h0).resolve_left (Complex.ofReal_ne_zero.mpr hD.ne'))
  · -- eigenvectors at different energies are orthogonal
    have h1 := inner_eigen hS hE v
    rw [hv, inner_smul_right] at h1
    have h2 : ((μ : ℂ) - (E0 : ℂ)) * inner ℂ u v = 0 := by linear_combination h1
    have h3 : (inner ℂ u v : ℂ) = 0 := (mul_eq_zero.mp h2).resolve_left
      (sub_ne_zero.mpr fun h => hμ (Complex.ofReal_injective h))
    have hv' : ((E0 + D : ℝ) : ℂ) • v - ((D : ℂ) * inner ℂ u v) • u = (μ : ℂ) • v := hv
    rw [h3, mul_zero, zero_smul, sub_zero, ← sub_eq_zero, ← sub_smul] at hv'
    have h4 := sub_eq_zero.mp ((smul_eq_zero.mp hv').resolve_right hv0)
    exact (Complex.ofReal_injective h4).le
```

**Q:** So no constant smaller than 1 could stand in front of the quotient?

**A:** Not in a bound for all such H and ψ, since in two or more dimensions this model has frozen states with nonzero shake-up weight, and it attains equality for each of them. For a particular spectrum the estimate can still be loose, and when the relaxation energy exceeds D it says nothing beyond w ≤ 1.

```lean
/-- Sharpness: in finite dimension, for a unit vector `u` and `D > 0`, the model
`(E0 + D) - D |u⟩⟨u|` turns the shake-up bound into an equality for every unit frozen state. -/
theorem flatHamiltonian_saturates [FiniteDimensional ℂ V] {u ψ : V} (hu : ‖u‖ = 1)
    (hψ : ‖ψ‖ = 1) (E0 : ℝ) {D : ℝ} (hD : 0 < D) :
    shakeUpWeight u ψ = relaxationEnergy (flatHamiltonian u E0 D) E0 ψ / D := by
  obtain ⟨hS, hG⟩ := flatHamiltonian_witness hu E0 hD
  rw [shakeUpWeight_eq_iff hS hG hψ]
  change ((E0 + D : ℝ) : ℂ) • satellitePart u ψ
    - ((D : ℂ) * inner ℂ u (satellitePart u ψ)) • u = _
  rw [inner_satellitePart hu, mul_zero, zero_smul, sub_zero]

end

end CoreShakeUp
```

```lean
#print axioms CoreShakeUp.shakeUpWeight_le
-- 'CoreShakeUp.shakeUpWeight_le' depends on axioms: [propext, Classical.choice, Quot.sound]
#print axioms CoreShakeUp.flatHamiltonian_saturates
-- 'CoreShakeUp.flatHamiltonian_saturates' depends on axioms: [propext, Classical.choice, Quot.sound]
```
